# Matching a free s wave in the linearized space at zero energy leaves an error of order κ⁴

Let $R>0$ and let $\kappa\neq0$ be real. The free s wave $u(r)=\sin(\kappa r)/\kappa$ is matched in value and slope at $R$ by exactly one function $ar+br^3$, with

$$a=\frac12\left(\frac{3\sin\kappa R}{\kappa R}-\cos\kappa R\right),\qquad
b=\frac{1}{2R^2}\left(\cos\kappa R-\frac{\sin\kappa R}{\kappa R}\right).$$

The residual $\delta(r)=u(r)-ar-br^3$ satisfies, for $0\le r\le R$,

$$\left|\delta(r)-\frac{\kappa^4 r(R^2-r^2)^2}{120}\right|\le\frac{\kappa^6R^7}{840}.$$

For every fixed real $r$, $\delta(r)/\kappa^4\to r(R^2-r^2)^2/120$ as $\kappa\to0$.

## An empty sphere as a check on LAPW matching

Inside a muffin-tin sphere, an LAPW code uses a radial solution at a fixed linearization energy together with its energy derivative, and fixes their coefficients by matching a plane wave in value and slope at the boundary. About the centre of the sphere, the s part of a plane wave with wave number $\kappa$ is $u(r)/r$ times a constant, which multiplies both coefficients and the error. Up to this constant, for zero potential, the s channel and linearization energy zero, the formulas above give reference values for that matching step and for the leading term of its error, which is quadratic in the energy $\kappa^2$.

Here $u$ is $r$ times the radial function, and $-u''=\kappa^2u$, so energies are in units with $\hbar^2/2m=1$. The energy derivative at zero energy is $-r^3/6$, so in the basis of $r$ and this derivative the coefficients are $a$ and $-6b$. A code that normalises its radial function in the sphere has $\sqrt{3/R^3}\,r$ in place of $r$. Its coefficients change, but the spanned space and the matched function do not.

## Solving for the coefficients and expanding the residual

**Taylor bounds.** Start from $1-\cos x\ge0$ and integrate repeatedly from $0$ to $x\ge0$. This gives in turn $x-\sin x\ge0$, $\cos x-1+x^2/2\ge0$, and so on. After seven inequalities, with negative $x$ handled by parity,

$$\left|\sin x-x+\tfrac{x^3}{6}-\tfrac{x^5}{120}\right|\le\tfrac{|x|^7}{5040},\qquad
\left|\cos x-1+\tfrac{x^2}{2}-\tfrac{x^4}{24}\right|\le\tfrac{x^6}{720}.$$

Setting $x=\kappa r$ and dividing the sine bound by $|\kappa|$ gives

$$u(r)=r-\frac{\kappa^2r^3}{6}+\frac{\kappa^4r^5}{120}+\rho(r),\qquad|\rho(r)|\le\frac{\kappa^6|r|^7}{5040}.$$

Hence $(u(r)-r)/\kappa^2\to-r^3/6$. The space spanned by $r$ and $r^3$ is therefore that of the zero-energy solution and its energy derivative.

**Matching.** Write $s=\sin(\kappa R)/(\kappa R)$ and $c=\cos\kappa R$. Since $u(R)=sR$ and $u'(R)=c$, the conditions are

$$a+bR^2=s,\qquad a+3bR^2=c.$$

Subtraction gives $b=(c-s)/(2R^2)$, and then $a=s-bR^2=(3s-c)/2$. Conversely, these values satisfy both equations.

**Residual.** Inserting $a$, $b$ and $s=u(R)/R$,

$$\delta(r)=u(r)-\frac{r(3R^2-r^2)}{2R^3}u(R)+\frac{r(R^2-r^2)}{2R^2}\,c.$$

Now expand each term. The order $\kappa^0$ part is

$$r-\frac{r(3R^2-r^2)}{2R^2}+\frac{r(R^2-r^2)}{2R^2}=0,$$

and the coefficient of $\kappa^2$ is

$$-\frac{r^3}{6}+\frac{r(3R^2-r^2)}{12}-\frac{r(R^2-r^2)}{4}=0.$$

The coefficient of $\kappa^4$ is

$$\frac{r^5}{120}-\frac{rR^2(3R^2-r^2)}{240}+\frac{rR^2(R^2-r^2)}{48}=\frac{r(R^2-r^2)^2}{120}.$$

What remains is the same combination of three Taylor remainders, bounded by

$$\kappa^6\left(\frac{|r|^7}{5040}+\frac{|r(3R^2-r^2)|R^4}{10080}+\frac{|r(R^2-r^2)|R^4}{1440}\right).$$

Dividing by $\kappa^4$ leaves a factor $\kappa^2$, which proves the limit. For $0\le r\le R$ the bracket is at most $R^7(2+3+7)/10080=R^7/840$.

**Numbers for $R=\kappa=1$, $r=1/2$.** With $\sin1\approx0.841471$ and $\cos1\approx0.540302$, one finds $a\approx0.992055$ and $b\approx-0.150584$. The matched function is $a/2+b/8\approx0.477205$, while $\sin(1/2)\approx0.479426$, so $\delta\approx0.00222$. The leading term is $0.5\cdot0.75^2/120\approx0.00234$. They differ by about $0.00012$, within the bound $1/840\approx0.00119$.

## The Lean file

```lean
import Mathlib

open Filter Topology

namespace LinearizationError

noncomputable section

/-- The free s wave `sin(κr)/κ` (radius times the radial function), for `κ ≠ 0`. -/
def freeWave (κ r : ℝ) : ℝ := Real.sin (κ * r) / κ

/-- A function `a r + b r³` of the linearized free s space at zero energy. -/
def trial (a b r : ℝ) : ℝ := a * r + b * r ^ 3

/-- The coefficient of `r` in the matched function, for `κ ≠ 0` and `R ≠ 0`. -/
def matchA (κ R : ℝ) : ℝ := (3 * (Real.sin (κ * R) / (κ * R)) - Real.cos (κ * R)) / 2

/-- The coefficient of `r³` in the matched function, for `κ ≠ 0` and `R ≠ 0`. -/
def matchB (κ R : ℝ) : ℝ := (Real.cos (κ * R) - Real.sin (κ * R) / (κ * R)) / (2 * R ^ 2)

/-- The linearization error at radius `r`: exact wave minus matched function,
for `κ ≠ 0` and `R ≠ 0`. -/
def residual (κ R r : ℝ) : ℝ := freeWave κ r - trial (matchA κ R) (matchB κ R) r

/-- A function that is differentiable on the real line, vanishes at the origin and has nonnegative
slope on the half line `x ≥ 0` is nonnegative on that half line. -/
theorem nonneg_of_slope {f g : ℝ → ℝ} (h : ∀ x, HasDerivAt f (g x) x) (h0 : f 0 = 0)
    (hg : ∀ x, 0 ≤ x → 0 ≤ g x) : ∀ x, 0 ≤ x → 0 ≤ f x := by
  intro x hx
  have hm : MonotoneOn f (Set.Ici 0) := by
    apply monotoneOn_of_deriv_nonneg (convex_Ici 0)
    · exact fun y _ => (h y).continuousAt.continuousWithinAt
    · exact fun y _ => (h y).differentiableAt.differentiableWithinAt
    · intro y hy
      rw [interior_Ici] at hy
      rw [(h y).deriv]
      exact hg y (Set.mem_Ioi.mp hy).le
  have := hm (Set.mem_Ici.mpr le_rfl) (Set.mem_Ici.mpr hx) hx
  linarith

/-- Sine and cosine differ from their Taylor polynomials of degree five and four by at most
the size of the next term, for every real argument. -/
theorem taylor_bounds (x : ℝ) :
    |Real.sin x - (x - x ^ 3 / 6 + x ^ 5 / 120)| ≤ |x| ^ 7 / 5040 ∧
    |Real.cos x - (1 - x ^ 2 / 2 + x ^ 4 / 24)| ≤ x ^ 6 / 720 := by
  have m : ∀ (n : ℕ) (c x : ℝ),
      HasDerivAt (fun y : ℝ => y ^ (n + 1) / c) (((n : ℝ) + 1) * x ^ n / c) x := by
    intro n c x
    simpa using (hasDerivAt_pow (n + 1) x).div_const c
  have p3 := fun x : ℝ => (hasDerivAt_id' x).fun_sub (m 2 6 x)
  have p5 := fun x : ℝ => (p3 x).fun_add (m 4 120 x)
  have p7 := fun x : ℝ => (p5 x).fun_sub (m 6 5040 x)
  have q2 := fun x : ℝ => (hasDerivAt_const x (1 : ℝ)).fun_sub (m 1 2 x)
  have q4 := fun x : ℝ => (q2 x).fun_add (m 3 24 x)
  have q6 := fun x : ℝ => (q4 x).fun_sub (m 5 720 x)
  -- start from `cos x ≤ 1` and apply `nonneg_of_slope` again and again
  have h1 : ∀ x : ℝ, 0 ≤ x → 0 ≤ x - Real.sin x :=
    nonneg_of_slope (fun x => (hasDerivAt_id' x).fun_sub (Real.hasDerivAt_sin x))
      (by simp) (fun x _ => sub_nonneg.2 (Real.cos_le_one x))
  have h2 : ∀ x : ℝ, 0 ≤ x → 0 ≤ Real.cos x - (1 - x ^ 2 / 2) :=
    nonneg_of_slope (fun x => ((Real.hasDerivAt_cos x).fun_sub (q2 x)).congr_deriv
      (by push_cast; ring)) (by norm_num) h1
  have h3 : ∀ x : ℝ, 0 ≤ x → 0 ≤ Real.sin x - (x - x ^ 3 / 6) :=
    nonneg_of_slope (fun x => ((Real.hasDerivAt_sin x).fun_sub (p3 x)).congr_deriv
      (by push_cast; ring)) (by norm_num) h2
  have h4 : ∀ x : ℝ, 0 ≤ x → 0 ≤ (1 - x ^ 2 / 2 + x ^ 4 / 24) - Real.cos x :=
    nonneg_of_slope (fun x => ((q4 x).fun_sub (Real.hasDerivAt_cos x)).congr_deriv
      (by push_cast; ring)) (by norm_num) h3
  have h5 : ∀ x : ℝ, 0 ≤ x → 0 ≤ (x - x ^ 3 / 6 + x ^ 5 / 120) - Real.sin x :=
    nonneg_of_slope (fun x => ((p5 x).fun_sub (Real.hasDerivAt_sin x)).congr_deriv
      (by push_cast; ring)) (by norm_num) h4
  have h6 : ∀ x : ℝ, 0 ≤ x →
      0 ≤ Real.cos x - (1 - x ^ 2 / 2 + x ^ 4 / 24 - x ^ 6 / 720) :=
    nonneg_of_slope (fun x => ((Real.hasDerivAt_cos x).fun_sub (q6 x)).congr_deriv
      (by push_cast; ring)) (by norm_num) h5
  have h7 : ∀ x : ℝ, 0 ≤ x →
      0 ≤ Real.sin x - (x - x ^ 3 / 6 + x ^ 5 / 120 - x ^ 7 / 5040) :=
    nonneg_of_slope (fun x => ((Real.hasDerivAt_sin x).fun_sub (p7 x)).congr_deriv
      (by push_cast; ring)) (by norm_num) h6
  rcases le_total 0 x with hx | hx
  · have a4 := h4 x hx
    have a5 := h5 x hx
    have a6 := h6 x hx
    have a7 := h7 x hx
    have b6 : 0 ≤ x ^ 6 := by positivity
    have b7 : 0 ≤ x ^ 7 := by positivity
    rw [abs_of_nonneg hx]
    constructor <;> rw [abs_le] <;> constructor <;> linarith
  · -- negative arguments follow by parity
    have hx' : 0 ≤ -x := by linarith
    have a4 := h4 (-x) hx'
    have a5 := h5 (-x) hx'
    have a6 := h6 (-x) hx'
    have a7 := h7 (-x) hx'
    have b6 : 0 ≤ (-x) ^ 6 := by positivity
    have b7 : 0 ≤ (-x) ^ 7 := pow_nonneg hx' 7
    rw [Real.cos_neg] at a4 a6
    rw [Real.sin_neg] at a5 a7
    rw [abs_of_nonpos hx]
    constructor <;> rw [abs_le] <;> constructor <;> linarith

/-- For `κ ≠ 0` the free wave `u` has slope `cos(κr)` and solves the radial equation
`u'' = -κ² u`. -/
theorem freeWave_radial {κ : ℝ} (hκ : κ ≠ 0) (r : ℝ) :
    HasDerivAt (freeWave κ) (Real.cos (κ * r)) r ∧
    HasDerivAt (fun x => Real.cos (κ * x)) (-κ ^ 2 * freeWave κ r) r := by
  have hl : HasDerivAt (fun x : ℝ => κ * x) κ r := by
    simpa using (hasDerivAt_id' r).const_mul κ
  constructor
  · exact (hl.sin.div_const κ).congr_deriv (mul_div_cancel_right₀ _ hκ)
  · refine hl.cos.congr_deriv ?_
    have h : freeWave κ r * κ = Real.sin (κ * r) := div_mul_cancel₀ _ hκ
    linear_combination κ * h

/-- For `κ ≠ 0` the free wave equals `r - κ²r³/6 + κ⁴r⁵/120` up to an error of at most
`κ⁶|r|⁷/5040`. -/
theorem freeWave_expansion {κ : ℝ} (hκ : κ ≠ 0) (r : ℝ) :
    |freeWave κ r - (r - κ ^ 2 * r ^ 3 / 6 + κ ^ 4 * r ^ 5 / 120)|
      ≤ κ ^ 6 * |r| ^ 7 / 5040 := by
  have e : freeWave κ r - (r - κ ^ 2 * r ^ 3 / 6 + κ ^ 4 * r ^ 5 / 120) =
      (Real.sin (κ * r) - (κ * r - (κ * r) ^ 3 / 6 + (κ * r) ^ 5 / 120)) / κ := by
    have h : freeWave κ r * κ = Real.sin (κ * r) := div_mul_cancel₀ _ hκ
    rw [eq_div_iff hκ]
    linear_combination h
  have k : κ ^ 6 = |κ| ^ 6 := by
    rw [← abs_pow]
    exact (abs_of_nonneg (by positivity)).symm
  rw [e, abs_div, div_le_iff₀ (abs_pos.2 hκ)]
  refine (taylor_bounds (κ * r)).1.trans_eq ?_
  rw [abs_mul, k]
  ring

/-- A quantity whose distance from `L` is bounded, for `κ ≠ 0`, by a continuous function
vanishing at `κ = 0` tends to `L` as `κ` tends to zero. -/
theorem tendsto_of_error {F K : ℝ → ℝ} {L : ℝ} (hK : Continuous K) (h0 : K 0 = 0)
    (h : ∀ κ, κ ≠ 0 → |F κ - L| ≤ K κ) : Tendsto F (𝓝[≠] 0) (𝓝 L) := by
  have hk : Tendsto K (𝓝[≠] 0) (𝓝 0) := by
    have := hK.tendsto 0
    rw [h0] at this
    exact this.mono_left nhdsWithin_le_nhds
  rw [tendsto_iff_dist_tendsto_zero]
  refine squeeze_zero' (Eventually.of_forall fun _ => dist_nonneg) ?_ hk
  filter_upwards [self_mem_nhdsWithin] with κ hκ
  rw [Real.dist_eq]
  exact h κ hκ

/-- The one-sided derivative of the free wave with respect to the energy `κ²` at zero energy, taken
as a limit of difference quotients from positive energies with zero-energy value `r`, is `-r³/6`. -/
theorem energy_derivative (r : ℝ) :
    Tendsto (fun κ => (freeWave κ r - r) / κ ^ 2) (𝓝[≠] 0) (𝓝 (-r ^ 3 / 6)) := by
  refine tendsto_of_error
    (K := fun κ => κ ^ 4 * |r| ^ 7 / 5040 + κ ^ 2 * |r ^ 5 / 120|)
    (by fun_prop) (by simp) ?_
  intro κ hκ
  have h2 : 0 < κ ^ 2 := by positivity
  have e : (freeWave κ r - r) / κ ^ 2 - -r ^ 3 / 6 =
      (freeWave κ r - (r - κ ^ 2 * r ^ 3 / 6 + κ ^ 4 * r ^ 5 / 120)) / κ ^ 2
        + κ ^ 2 * (r ^ 5 / 120) := by
    field_simp
    ring
  rw [e]
  refine (abs_add_le _ _).trans (add_le_add ?_ ?_)
  · rw [abs_div, abs_of_pos h2, div_le_iff₀ h2]
    exact (freeWave_expansion hκ r).trans_eq (by ring)
  · rw [abs_mul, abs_of_pos h2]

/-- For `κ ≠ 0` and `R > 0`, the function `a r + b r³` has the value and slope of the free
wave at `R` exactly when `a` and `b` are the coefficients `matchA` and `matchB`. -/
theorem matching_iff {κ R : ℝ} (hκ : κ ≠ 0) (hR : 0 < R) (a b : ℝ) :
    (trial a b R = freeWave κ R ∧ deriv (trial a b) R = deriv (freeWave κ) R) ↔
      a = matchA κ R ∧ b = matchB κ R := by
  have d : HasDerivAt (trial a b) (a + 3 * b * R ^ 2) R := by
    refine (((hasDerivAt_id' R).const_mul a).fun_add
      ((hasDerivAt_pow 3 R).const_mul b)).congr_deriv ?_
    show a * 1 + b * (((3 : ℕ) : ℝ) * R ^ 2) = _
    push_cast
    ring
  have hs : freeWave κ R = Real.sin (κ * R) / (κ * R) * R := by
    unfold freeWave
    rw [← div_div, div_mul_cancel₀ _ hR.ne']
  have h2 : 2 * R ^ 2 ≠ 0 := by positivity
  rw [d.deriv, (freeWave_radial hκ R).1.deriv, hs]
  unfold trial matchA matchB
  generalize Real.sin (κ * R) / (κ * R) = s
  constructor
  · rintro ⟨hv, hd⟩
    have h3 : a + b * R ^ 2 = s := mul_right_cancel₀ hR.ne' (by linear_combination hv)
    refine ⟨by linear_combination (3 * h3 - hd) / 2, ?_⟩
    rw [eq_div_iff h2]
    linear_combination hd - h3
  · rintro ⟨ha, hb⟩
    have hb' := (eq_div_iff h2).1 hb
    exact ⟨by linear_combination R * ha + R / 2 * hb',
      by linear_combination ha + 3 / 2 * hb'⟩

/-- For `κ ≠ 0` and `R > 0`, the linearization error at any `r` equals
`κ⁴ r(R²-r²)²/120` up to `κ⁶` times an explicit function of `r` and `R`. -/
theorem residual_estimate {κ R : ℝ} (hκ : κ ≠ 0) (hR : 0 < R) (r : ℝ) :
    |residual κ R r - κ ^ 4 * (r * (R ^ 2 - r ^ 2) ^ 2 / 120)| ≤
      κ ^ 6 * (|r| ^ 7 / 5040 + |r * (3 * R ^ 2 - r ^ 2)| * R ^ 4 / 10080
        + |r * (R ^ 2 - r ^ 2)| * R ^ 4 / 1440) := by
  have tri : ∀ x y z a b c : ℝ, |x| ≤ a → |y| ≤ b → |z| ≤ c → |x - y + z| ≤ a + b + c := by
    intro x y z a b c hx hy hz
    rw [abs_le] at *
    constructor <;> linarith [hx.1, hx.2, hy.1, hy.2, hz.1, hz.2]
  have t1 := freeWave_expansion hκ r
  have t2 := freeWave_expansion hκ R
  have t3 := (taylor_bounds (κ * R)).2
  rw [abs_of_pos hR] at t2
  have hs : Real.sin (κ * R) / (κ * R) = freeWave κ R / R := by
    unfold freeWave
    rw [div_div]
  -- the deviation is a combination of three Taylor remainders
  have e : residual κ R r - κ ^ 4 * (r * (R ^ 2 - r ^ 2) ^ 2 / 120) =
      (freeWave κ r - (r - κ ^ 2 * r ^ 3 / 6 + κ ^ 4 * r ^ 5 / 120))
      - r * (3 * R ^ 2 - r ^ 2) / (2 * R ^ 3) *
        (freeWave κ R - (R - κ ^ 2 * R ^ 3 / 6 + κ ^ 4 * R ^ 5 / 120))
      + r * (R ^ 2 - r ^ 2) / (2 * R ^ 2) *
        (Real.cos (κ * R) - (1 - (κ * R) ^ 2 / 2 + (κ * R) ^ 4 / 24)) := by
    unfold residual trial matchA matchB
    rw [hs]
    generalize Real.cos (κ * R) = c
    field_simp
    ring
  rw [e]
  refine (tri _ _ _ _ (|r * (3 * R ^ 2 - r ^ 2)| / (2 * R ^ 3) * (κ ^ 6 * R ^ 7 / 5040))
    (|r * (R ^ 2 - r ^ 2)| / (2 * R ^ 2) * ((κ * R) ^ 6 / 720)) t1 ?_ ?_).trans_eq ?_
  · rw [abs_mul, abs_div, abs_of_pos (show 0 < 2 * R ^ 3 by positivity)]
    exact mul_le_mul_of_nonneg_left t2 (by positivity)
  · rw [abs_mul, abs_div, abs_of_pos (show 0 < 2 * R ^ 2 by positivity)]
    exact mul_le_mul_of_nonneg_left t3 (by positivity)
  · generalize |r * (3 * R ^ 2 - r ^ 2)| = A
    generalize |r * (R ^ 2 - r ^ 2)| = B
    generalize |r| = C
    field_simp
    ring

/-- For `κ ≠ 0` and `0 ≤ r ≤ R` with `R > 0`, the linearization error differs from
`κ⁴ r(R²-r²)²/120` by at most `κ⁶R⁷/840`. -/
theorem residual_uniform {κ R r : ℝ} (hκ : κ ≠ 0) (hR : 0 < R) (h0 : 0 ≤ r) (hr : r ≤ R) :
    |residual κ R r - κ ^ 4 * (r * (R ^ 2 - r ^ 2) ^ 2 / 120)| ≤ κ ^ 6 * (R ^ 7 / 840) := by
  refine (residual_estimate hκ hR r).trans
    (mul_le_mul_of_nonneg_left ?_ (by positivity))
  have s2 : r ^ 2 ≤ R ^ 2 := pow_le_pow_left₀ h0 hr 2
  have s7 : r ^ 7 ≤ R ^ 7 := pow_le_pow_left₀ h0 hr 7
  have p2 : 0 ≤ r ^ 2 := sq_nonneg r
  have a1 : |r * (3 * R ^ 2 - r ^ 2)| ≤ R * (3 * R ^ 2) := by
    rw [abs_of_nonneg (mul_nonneg h0 (by linarith))]
    exact mul_le_mul hr (by linarith) (by linarith) hR.le
  have a2 : |r * (R ^ 2 - r ^ 2)| ≤ R * R ^ 2 := by
    rw [abs_of_nonneg (mul_nonneg h0 (by linarith))]
    exact mul_le_mul hr (by linarith) (by linarith) hR.le
  have b1 := mul_le_mul_of_nonneg_right a1 (show 0 ≤ R ^ 4 by positivity)
  have b2 := mul_le_mul_of_nonneg_right a2 (show 0 ≤ R ^ 4 by positivity)
  rw [abs_of_nonneg h0]
  linarith

/-- For a matching radius `R > 0` and any `r`, the linearization error divided by `κ⁴`
tends to `r(R²-r²)²/120` as `κ` tends to zero. -/
theorem residual_limit {R : ℝ} (hR : 0 < R) (r : ℝ) :
    Tendsto (fun κ => residual κ R r / κ ^ 4) (𝓝[≠] 0)
      (𝓝 (r * (R ^ 2 - r ^ 2) ^ 2 / 120)) := by
  refine tendsto_of_error
    (K := fun κ => κ ^ 2 * (|r| ^ 7 / 5040 + |r * (3 * R ^ 2 - r ^ 2)| * R ^ 4 / 10080
      + |r * (R ^ 2 - r ^ 2)| * R ^ 4 / 1440)) (by fun_prop) (by simp) ?_
  intro κ hκ
  have h4 : 0 < κ ^ 4 := by positivity
  have e : residual κ R r / κ ^ 4 - r * (R ^ 2 - r ^ 2) ^ 2 / 120 =
      (residual κ R r - κ ^ 4 * (r * (R ^ 2 - r ^ 2) ^ 2 / 120)) / κ ^ 4 := by
    rw [eq_div_iff h4.ne', sub_mul, div_mul_cancel₀ _ h4.ne']
    ring
  rw [e, abs_div, abs_of_pos h4, div_le_iff₀ h4]
  exact (residual_estimate hκ hR r).trans_eq (by ring)

end

end LinearizationError
```

```lean
#print axioms LinearizationError.freeWave_expansion
#print axioms LinearizationError.matching_iff
#print axioms LinearizationError.residual_uniform
#print axioms LinearizationError.residual_limit
```

```
'LinearizationError.freeWave_expansion' depends on axioms: [propext, Classical.choice, Quot.sound]
'LinearizationError.matching_iff' depends on axioms: [propext, Classical.choice, Quot.sound]
'LinearizationError.residual_uniform' depends on axioms: [propext, Classical.choice, Quot.sound]
'LinearizationError.residual_limit' depends on axioms: [propext, Classical.choice, Quot.sound]
```

## What the theorems say about the sphere

`freeWave κ r` is $u(r)$, `trial a b r` is $ar+br^3$, `matchA` and `matchB` are the two coefficients, and `residual κ R r` is $\delta(r)$. All quantities are real numbers.

- `matching_iff` states that, for $\kappa\ne0$ and $R>0$, equality of the values and of the derivatives (`deriv`) at $R$ is equivalent to $a$ and $b$ being the stated coefficients. This covers existence and uniqueness.
- `residual_limit` is the limit at each fixed $r$. The filter `𝓝[≠] 0` means that $\kappa$ approaches zero through nonzero values of either sign.
- `residual_uniform` is the bound for $0\le r\le R$, with no smallness condition on $\kappa$.
- `freeWave_radial` confirms the radial equation, and `energy_derivative` obtains $-r^3/6$ as a limit of difference quotients in the energy.

The result concerns one s channel with zero potential, linearization energy zero and positive energy $\kappa^2$. A crystal potential, higher angular momenta, negative energies and local orbitals are not treated. Nor are errors in band energies, radial-grid errors or rounding.

## From one monotonicity theorem to the error bound

The analysis turns on Mathlib's `monotoneOn_of_deriv_nonneg`: a function that is continuous on a convex set, and differentiable with nonnegative derivative in its interior, is monotone there. `nonneg_of_slope` applies it to the half line `Set.Ici 0`. If $f(0)=0$ and $f'\ge0$ for $x\ge0$, then $f\ge0$ there. This replaces integration, so no integrals appear in the file. In `taylor_bounds`, each of `h1` to `h7` is such an $f$. The slope of `h1` is nonnegative because $\cos x\le1$, and each later slope is the preceding inequality. `congr_deriv` brings the computed derivative into that form.

`freeWave_expansion` rescales the sine bound. In `matching_iff`, `linear_combination` carries out the elimination in both directions. In `residual_estimate`, the equation `e` writes the deviation from the leading term as the three remainders; `field_simp` and `ring` verify the cancellations at orders $\kappa^0$ and $\kappa^2$ and the $\kappa^4$ coefficient together. The local inequality `tri` then adds the three bounds.

`residual_uniform` estimates the bracket for $0\le r\le R$. `tendsto_of_error` is the squeeze argument, used for both the energy derivative and the residual limit.
